# A tetrahedral site of the fcc lattice has exactly four nearest lattice points

The fcc lattice is modelled as the infinite set of integer triples with even coordinate sum, so the conventional cubic cell has edge 2. The theorem `tetrahedral_site` states that the least distance from the point (1/2, 1/2, 1/2) to this lattice is √3/2, and that exactly four lattice points lie at that distance: (0,0,0), (1,1,0), (1,0,1) and (0,1,1). It is a statement of pure geometry about ideal points. The proof writes the squared distance to an integer point as 3/4 plus a sum of three terms n(n − 1), one for each coordinate n. Each term is a non-negative integer that vanishes only for n = 0 or n = 1, and the parity condition then leaves the four listed points.

This version doesn't compile in Lean 4 with Mathlib:

```lean
import Mathlib

namespace FccInterstitialSites

noncomputable section

/-- The fcc lattice: integer triples with even coordinate sum. -/
def fcc : Set (Fin 3 → ℤ) := {x | Even (x 0 + x 1 + x 2)}

/-- Squared Euclidean distance from a point of space to an integer point. -/
def sqDist (p : Fin 3 → ℝ) (x : Fin 3 → ℤ) : ℝ := ∑ i, (p i - (x i : ℝ)) ^ 2

/-- Euclidean distance from a point of space to an integer point. -/
def siteDist (p : Fin 3 → ℝ) (x : Fin 3 → ℤ) : ℝ := √(sqDist p x)

/-- The tetrahedral site (1/2, 1/2, 1/2). -/
def tetHole : Fin 3 → ℝ := fun _ => 1 / 2

/-- Four lattice points around the tetrahedral site. -/
def tetSites : Finset (Fin 3 → ℤ) := {![0, 0, 0], ![1, 1, 0], ![1, 0, 1], ![0, 1, 1]}

/-- Comparing a distance with a positive length amounts to comparing the squares. -/
theorem siteDist_iff (p : Fin 3 → ℝ) (x : Fin 3 → ℤ) {a : ℝ} (ha : 0 < a) :
    (siteDist p x = a ↔ sqDist p x = a ^ 2) ∧ (a ≤ siteDist p x ↔ a ^ 2 ≤ sqDist p x) := by
  have h0 : 0 ≤ sqDist p x := Finset.sum_nonneg fun i _ => sq_nonneg _
  refine ⟨⟨fun h => ?_, fun h => ?_⟩, Real.le_sqrt' ha⟩
  · rw [← h, siteDist, Real.sq_sqrt h0]
  · rw [siteDist, h, Real.sqrt_sq ha.le]

/-- The least distance from (1/2, 1/2, 1/2) to the fcc lattice is √3/2, and it is attained
at exactly four lattice points. -/
theorem tetrahedral_site :
    IsLeast (siteDist tetHole '' fcc) (√3 / 2) ∧ tetSites.card = 4 ∧
      ∀ x, x ∈ tetSites ↔ x ∈ fcc ∧ siteDist tetHole x = √3 / 2 := by
  have h3 : (0 : ℝ) < √3 / 2 := by positivity
  have hs : (√3 / 2 : ℝ) ^ 2 = 3 / 4 := by
    rw [div_pow, Real.sq_sqrt (by norm_num : (0 : ℝ) ≤ 3)]; norm_num
  have key : ∀ x : Fin 3 → ℤ, sqDist tetHole x = 3 / 4 +
      ((x 0 * (x 0 - 1) + x 1 * (x 1 - 1) + x 2 * (x 2 - 1) : ℤ) : ℝ) := by
    intro x
    simp only [sqDist, tetHole, Fin.sum_univ_three]
    push_cast
    ring
  have hn : ∀ n : ℤ, 0 ≤ n * (n - 1) := by
    intro n
    rcases le_or_gt n 0 with h | h
    · nlinarith [sq_nonneg n]
    · exact mul_nonneg h.le (by omega)
  have split : ∀ n : ℤ, n * (n - 1) = 0 → n = 0 ∨ n = 1 := by
    intro n h
    rcases mul_eq_zero.mp h with h | h <;> omega
  have hmem : ∀ x, x ∈ tetSites ↔ x ∈ fcc ∧ siteDist tetHole x = √3 / 2 := by
    intro x
    rw [(siteDist_iff tetHole x h3).1, hs, key]
    constructor
    · intro h
      simp only [tetSites, Finset.mem_insert, Finset.mem_singleton] at h
      rcases h with rfl | rfl | rfl | rfl <;>
        exact ⟨by simp [fcc, Int.even_iff], by norm_num⟩
    · rintro ⟨hf, h⟩
      have hf' : (x 0 + x 1 + x 2) % 2 = 0 := Int.even_iff.mp hf
      have hN : x 0 * (x 0 - 1) + x 1 * (x 1 - 1) + x 2 * (x 2 - 1) = 0 := by
        have h' := add_eq_left.mp h
        exact_mod_cast h'
      have n0 := hn (x 0)
      have n1 := hn (x 1)
      have n2 := hn (x 2)
      have hx : x = ![x 0, x 1, x 2] := by
        funext i; fin_cases i <;> rfl
      -- every coordinate is 0 or 1, and parity leaves four cases
      rcases split (x 0) (by linarith) with h0 | h0 <;>
        rcases split (x 1) (by linarith) with h1 | h1 <;>
        rcases split (x 2) (by linarith) with h2 | h2 <;>
        first
          | (exfalso; omega)
          | (rw [hx, h0, h1, h2]; simp [tetSites])
  refine ⟨⟨⟨![0, 0, 0], (hmem _).1 (by simp [tetSites])⟩, ?_⟩, by decide, hmem⟩
  rintro _ ⟨x, _, rfl⟩
  rw [(siteDist_iff tetHole x h3).2, hs, key]
  have hN : 0 ≤ x 0 * (x 0 - 1) + x 1 * (x 1 - 1) + x 2 * (x 2 - 1) :=
    add_nonneg (add_nonneg (hn _) (hn _)) (hn _)
  exact le_add_of_nonneg_right (by exact_mod_cast hN)

end

end FccInterstitialSites
```

The error:

```
Main.lean:59:44: error: unsolved goals
h3 : 0 < √3 / 2
hs : (√3 / 2) ^ 2 = 3 / 4
key : ∀ (x : Fin 3 → ℤ), sqDist tetHole x = 3 / 4 + ↑(x 0 * (x 0 - 1) + x 1 * (x 1 - 1) + x 2 * (x 2 - 1))
hn : ∀ (n : ℤ), 0 ≤ n * (n - 1)
split : ∀ (n : ℤ), n * (n - 1) = 0 → n = 0 ∨ n = 1
⊢ ![0, 0, 0] 2 = 0 ∨ ↑(![0, 0, 0] 2) - 1 = 0
Main.lean:59:44: error: unsolved goals
h3 : 0 < √3 / 2
hs : (√3 / 2) ^ 2 = 3 / 4
key : ∀ (x : Fin 3 → ℤ), sqDist tetHole x = 3 / 4 + ↑(x 0 * (x 0 - 1) + x 1 * (x 1 - 1) + x 2 * (x 2 - 1))
hn : ∀ (n : ℤ), 0 ≤ n * (n - 1)
split : ∀ (n : ℤ), n * (n - 1) = 0 → n = 0 ∨ n = 1
⊢ ![1, 1, 0] 2 = 0 ∨ ↑(![1, 1, 0] 2) - 1 = 0
Main.lean:59:44: error: unsolved goals
h3 : 0 < √3 / 2
hs : (√3 / 2) ^ 2 = 3 / 4
key : ∀ (x : Fin 3 → ℤ), sqDist tetHole x = 3 / 4 + ↑(x 0 * (x 0 - 1) + x 1 * (x 1 - 1) + x 2 * (x 2 - 1))
hn : ∀ (n : ℤ), 0 ≤ n * (n - 1)
split : ∀ (n : ℤ), n * (n - 1) = 0 → n = 0 ∨ n = 1
⊢ ![1, 0, 1] 2 = 0 ∨ ↑(![1, 0, 1] 2) - 1 = 0
Main.lean:59:44: error: unsolved goals
h3 : 0 < √3 / 2
hs : (√3 / 2) ^ 2 = 3 / 4
key : ∀ (x : Fin 3 → ℤ), sqDist tetHole x = 3 / 4 + ↑(x 0 * (x 0 - 1) + x 1 * (x 1 - 1) + x 2 * (x 2 - 1))
hn : ∀ (n : ℤ), 0 ≤ n * (n - 1)
split : ∀ (n : ℤ), n * (n - 1) = 0 → n = 0 ∨ n = 1
⊢ ![0, 1, 1] 2 = 0 ∨ ↑(![0, 1, 1] 2) - 1 = 0
```

Diagnosis. The four errors are one failure, repeated for each listed point. At each point `norm_num` has to show that 3/4 plus the sum of the terms n(n − 1) equals 3/4. It disposes of the first two coordinates but stops at the third, where the remaining goal still contains an unevaluated entry such as `![0, 0, 0] 2`. Until that entry is reduced to a number, neither side of the "or" can be decided.

Entries 0 and 1 of an explicit vector are evaluated by ordinary simp lemmas, which `norm_num` uses. Entry 2 is evaluated by a simplification procedure, `Matrix.cons_val`, which `simp` runs by default and `norm_num` does not. Replacing `by norm_num` with `by simp` therefore reduces the third entry as well, and the goal closes in all four cases.

The other changes are mere tidying: `hx` is put on one line, and `hN` gets its statement from its proof term instead of having it written out.

Fix (accepted with no message):

```diff
@@ -56,6 +56,5 @@
     · intro h
       simp only [tetSites, Finset.mem_insert, Finset.mem_singleton] at h
-      rcases h with rfl | rfl | rfl | rfl <;>
-        exact ⟨by simp [fcc, Int.even_iff], by norm_num⟩
+      rcases h with rfl | rfl | rfl | rfl <;> exact ⟨by simp [fcc, Int.even_iff], by simp⟩
     · rintro ⟨hf, h⟩
       have hf' : (x 0 + x 1 + x 2) % 2 = 0 := Int.even_iff.mp hf
@@ -66,6 +65,5 @@
       have n1 := hn (x 1)
       have n2 := hn (x 2)
-      have hx : x = ![x 0, x 1, x 2] := by
-        funext i; fin_cases i <;> rfl
+      have hx : x = ![x 0, x 1, x 2] := by funext i; fin_cases i <;> rfl
       -- every coordinate is 0 or 1, and parity leaves four cases
       rcases split (x 0) (by linarith) with h0 | h0 <;>
@@ -78,6 +76,5 @@
   rintro _ ⟨x, _, rfl⟩
   rw [(siteDist_iff tetHole x h3).2, hs, key]
-  have hN : 0 ≤ x 0 * (x 0 - 1) + x 1 * (x 1 - 1) + x 2 * (x 2 - 1) :=
-    add_nonneg (add_nonneg (hn _) (hn _)) (hn _)
+  have hN := add_nonneg (add_nonneg (hn (x 0)) (hn (x 1))) (hn (x 2))
   exact le_add_of_nonneg_right (by exact_mod_cast hN)
 
```
